# For pairwise independent signs of mean $e^{-Dt}$, the average has relative error at most $\delta$ exactly when $M \ge (e^{2Dt}-1)/\delta^2$

Let $E_F$ be the ground-state energy of my fermions, $E_B$ the ground-state energy of the same Hamiltonian without the antisymmetry condition, and $D = E_F - E_B$ the gap between them. I project for an imaginary time $t$, with $\hbar = 1$, and do not constrain the nodes. Each of my $M$ samples ends with a sign $+1$ or $-1$, and the mean sign is $e^{-Dt}$.

The rule I was given says that a relative error $\delta$ in the average sign costs about $e^{2Dt}/\delta^2$ samples. At short times this looks wrong. For $Dt = 0.01$ and $\delta = 0.1$ it asks for 103 samples, although only about one sign in two hundred is negative. Is the rule only an asymptotic one, and if so, what is the exact count? And why does the exponent contain $2D$ when the sign itself decays with $D$?

## The exact count contains $e^{2Dt}-1$

Number the signs $s_0, \dots, s_{M-1}$, with $M \ge 1$, and write $m$ for their common mean. Their average and its relative error are

$$A = \frac{1}{M}\sum_{i=0}^{M-1} s_i, \qquad r = \frac{\sqrt{\operatorname{Var} A}}{\mathbb{E}[A]}.$$

Both the variance and the mean in $r$ are those of the underlying distribution, not estimates from one run. The letter $D$ is an energy gap here, not the diffusion constant that often bears this name in diffusion Monte Carlo.

Your rule is the long-time form of an exact criterion. If the signs are pairwise independent with mean $e^{-Dt}$, then for every $\delta > 0$

$$r \le \delta \quad\Longleftrightarrow\quad M \ge \frac{e^{2Dt}-1}{\delta^2}.$$

In your example the right-hand side is about $2.02$, so three samples are enough. For $Dt = 3$ and the same $\delta$ the criterion gives $40\,243$ samples, and the $-1$ hardly matters. At $Dt = 0$ every sign is $+1$ almost surely, the bound is zero, and a single sample does.

## Where the factor of two comes from

**One sign.** Since $s_i^2 = 1$, the second moment is $1$ whatever the mean is, so

$$\operatorname{Var} s_i = \mathbb{E}[s_i^2] - \mathbb{E}[s_i]^2 = 1 - m^2.$$

As the mean sign decays, the variance does not decay with it; it rises towards $1$.

**The average.** By linearity, $\mathbb{E}[A] = \frac{1}{M}\cdot M m = m$. For the variance, expand the square:

$$\operatorname{Var} A = \frac{1}{M^2}\Big(\sum_i \operatorname{Var} s_i + \sum_{i\ne j}\operatorname{Cov}(s_i,s_j)\Big).$$

Pairwise independence gives $\mathbb{E}[s_i s_j] = m^2$ for $i \neq j$, so each covariance is zero. What remains is

$$\operatorname{Var} A = \frac{1}{M^2}\, M(1-m^2) = \frac{1-m^2}{M}.$$

**The relative error.** Put $m = e^{-Dt}$, which is positive, and divide by the square of the mean:

$$r^2 = \frac{1-m^2}{M\,m^2} = \frac{m^{-2}-1}{M} = \frac{e^{2Dt}-1}{M}.$$

This is the origin of the $2D$. At long times the noise is close to $1/\sqrt{M}$ while the signal is $e^{-Dt}$, and the number of samples depends on the square of their ratio.

**The criterion.** Both $r$ and $\delta$ are non-negative, so $r \le \delta$ holds exactly when $r^2 \le \delta^2$, that is, when $e^{2Dt} - 1 \le M\delta^2$. Division by $\delta^2$ gives the stated bound.

**The longest projection.** If the number of samples is fixed and $D > 0$, the same inequality can be solved for the time. From $e^{2Dt} \le 1 + M\delta^2$, taking logarithms gives

$$t \le \frac{\log(1+M\delta^2)}{2D}.$$

Once $M\delta^2$ is large, doubling the number of samples lengthens the affordable projection by only about $\log 2/(2D)$.

## What the Lean statements say

The signs are functions `s : Fin M → Ω → ℝ` on a space `Ω` with measure `μ`, and the theorems require `μ` to be a probability measure. The structure `IsSignSample μ s m` collects the assumptions on them:

- `meas`: each sign is measurable up to a null set, as a random variable should be.
- `sign`: each sign is $+1$ or $-1$ almost surely.
- `mean`: every sign has the same expectation $m$.
- `indep`: any two different signs are independent. Joint independence of all $M$ signs is not required.

The average $A$ is `averageSign s`, and $r$ is `relError μ s`, built from Mathlib's `variance` and the integral that gives the mean.

The criterion is `relError_le_iff`. It assumes a sign sample of mean `Real.exp (-(D * t))`, together with `1 ≤ M` and `0 < δ`. The number $M$ is an integer compared with a real bound, so the smallest sufficient sample is the bound rounded up, and never less than one. No sign condition on $D$ or $t$ appears, because a variable with values $\pm1$ cannot have a mean above $1$, and the assumption on the mean therefore already forces $Dt \ge 0$.

Two further theorems restate the criterion. In `relError_le_iff_gap` the mean sign is given as the ratio of the decay factors $e^{-tE_F}$ and $e^{-tE_B}$, and the gap $E_F - E_B$ takes the place of $D$. In `relError_le_iff_time` the criterion is solved for $t$, with the additional assumption `0 < D`.

The theorem `isSignSample_witness` shows that such samples exist. For every $M$ and every $m$ with $-1 \le m \le 1$, it constructs $M$ independent biased coins with mean $m$. Every mean $e^{-Dt}$ with $Dt \ge 0$ lies in this range.

The step from this model to your simulation is the form of the mean sign. The energies enter only as numbers in an assumed mean; no Hamiltonian is projected. In a real projection the ratio of fermionic to bosonic weight also carries overlaps with the trial states and, at short times, contributions from excited states. If your mean sign is $m > 0$ but not a pure exponential, the derivation above still gives $r^2 = (m^{-2}-1)/M$.

Independence is an assumption too. Successive samples from a Markov chain are usually correlated, and if their covariances add up to a positive number, the variance of $A$ exceeds $(1-m^2)/M$ and the criterion is too optimistic.

For unconstrained projector Monte Carlo, the result gives the sampling cost of the average sign when the samples are unweighted, pairwise independent and of mean exactly $e^{-Dt}$. An energy computed as a ratio, with the average sign in the denominator, has a different error, which also depends on the numerator and on its correlation with the denominator. Nor does the count say anything about how hard the fermion problem is for other methods: it belongs to this one estimator.

```lean
import Mathlib

open MeasureTheory ProbabilityTheory

namespace FermionSignProblem

noncomputable section

variable {Ω : Type*} [MeasurableSpace Ω] {μ : Measure Ω} {M : ℕ} {s : Fin M → Ω → ℝ}
  {m D t δ : ℝ}

/-- A sample of `M` pairwise independent random signs, each almost surely `+1` or `-1`,
with common mean `m`. -/
structure IsSignSample (μ : Measure Ω) (s : Fin M → Ω → ℝ) (m : ℝ) : Prop where
  meas : ∀ i, AEMeasurable (s i) μ
  sign : ∀ i, ∀ᵐ ω ∂μ, s i ω = 1 ∨ s i ω = -1
  mean : ∀ i, ∫ ω, s i ω ∂μ = m
  indep : Pairwise fun i j => IndepFun (s i) (s j) μ

/-- The average of the `M` sampled signs, for `M ≥ 1`. -/
def averageSign (s : Fin M → Ω → ℝ) (ω : Ω) : ℝ := (∑ i, s i ω) / M

/-- The standard deviation of the average sign divided by its mean, for `M ≥ 1` and a
nonzero mean. -/
def relError (μ : Measure Ω) (s : Fin M → Ω → ℝ) : ℝ :=
  √(variance (averageSign s) μ) / ∫ ω, averageSign s ω ∂μ

/-- On a probability space, each sampled sign is square integrable. -/
theorem IsSignSample.memLp [IsProbabilityMeasure μ] (h : IsSignSample μ s m) (i : Fin M) :
    MemLp (s i) 2 μ := by
  refine MemLp.of_bound (h.meas i).aestronglyMeasurable 1 ?_
  filter_upwards [h.sign i] with ω hω
  rcases hω with hω | hω <;> simp [hω]

/-- A random sign with mean `m` has variance `1 - m²`. -/
theorem IsSignSample.variance_sign [IsProbabilityMeasure μ] (h : IsSignSample μ s m)
    (i : Fin M) : variance (s i) μ = 1 - m ^ 2 := by
  -- the square of a sign is one
  have hone : (s i ^ 2) =ᵐ[μ] fun _ => (1 : ℝ) := by
    filter_upwards [h.sign i] with ω hω
    rcases hω with hω | hω <;> simp [hω]
  have hsq : ∫ ω, (s i ^ 2) ω ∂μ = 1 := by
    rw [integral_congr_ae hone]
    simp
  rw [variance_eq_sub (h.memLp i), hsq, h.mean i]

/-- The average of `M ≥ 1` signs with common mean `m` also has mean `m`. -/
theorem IsSignSample.mean_average [IsProbabilityMeasure μ] (h : IsSignSample μ s m)
    (hM : 1 ≤ M) : ∫ ω, averageSign s ω ∂μ = m := by
  have hM' : (M : ℝ) ≠ 0 := by
    exact_mod_cast (by omega : M ≠ 0)
  simp only [averageSign]
  rw [integral_div, integral_finsetSum _ (fun i _ => (h.memLp i).integrable one_le_two)]
  simp only [h.mean]
  rw [Finset.sum_const, Finset.card_univ, Fintype.card_fin, nsmul_eq_mul]
  field_simp

/-- For `M ≥ 1` pairwise independent signs of mean `m`, `M` times the variance of their
average is `1 - m²`. -/
theorem IsSignSample.variance_average [IsProbabilityMeasure μ] (h : IsSignSample μ s m)
    (hM : 1 ≤ M) : (M : ℝ) * variance (averageSign s) μ = 1 - m ^ 2 := by
  have hM' : (M : ℝ) ≠ 0 := by
    exact_mod_cast (by omega : M ≠ 0)
  have havg : averageSign s = (M : ℝ)⁻¹ • ∑ i, s i := by
    ext ω
    simp [averageSign, div_eq_inv_mul, Finset.sum_apply]
  -- variances of independent signs add
  rw [havg, variance_smul,
    IndepFun.variance_sum (fun i _ => h.memLp i) (fun i _ j _ hij => h.indep hij)]
  simp only [h.variance_sign]
  rw [Finset.sum_const, Finset.card_univ, Fintype.card_fin, nsmul_eq_mul]
  field_simp

/-- For `M ≥ 1` pairwise independent signs of mean `exp(-Dt)`, `M` times the squared relative
error of their average is `exp(2Dt) - 1`. -/
theorem relError_sq [IsProbabilityMeasure μ] (h : IsSignSample μ s (Real.exp (-(D * t))))
    (hM : 1 ≤ M) : (M : ℝ) * relError μ s ^ 2 = Real.exp (2 * D * t) - 1 := by
  have he : Real.exp (2 * D * t) * Real.exp (-(D * t)) ^ 2 = 1 := by
    rw [pow_two, ← Real.exp_add, ← Real.exp_add,
      show 2 * D * t + (-(D * t) + -(D * t)) = 0 by ring, Real.exp_zero]
  unfold relError
  rw [div_pow, Real.sq_sqrt (variance_nonneg _ _), h.mean_average hM, ← mul_div_assoc,
    h.variance_average hM, div_eq_iff (by positivity)]
  linear_combination -he

/-- For `M ≥ 1` pairwise independent signs of mean `exp(-Dt)` and a tolerance `δ > 0`, the
relative error of the average sign is at most `δ` exactly when `M ≥ (exp(2Dt) - 1)/δ²`. -/
theorem relError_le_iff [IsProbabilityMeasure μ]
    (h : IsSignSample μ s (Real.exp (-(D * t)))) (hM : 1 ≤ M) (hδ : 0 < δ) :
    relError μ s ≤ δ ↔ (Real.exp (2 * D * t) - 1) / δ ^ 2 ≤ M := by
  have hMpos : (0 : ℝ) < M := by
    exact_mod_cast (by omega : 0 < M)
  have hr0 : 0 ≤ relError μ s := by
    unfold relError
    rw [h.mean_average hM]
    positivity
  -- the right-hand side becomes a comparison of squares, `M r² ≤ M δ²`
  rw [div_le_iff₀ (by positivity), ← relError_sq h hM]
  constructor
  · intro hr
    gcongr
  · intro hr
    have hsq := le_of_mul_le_mul_left hr hMpos
    nlinarith

/-- If the mean sign is the ratio of the decay factors `exp(-t E_F)` and `exp(-t E_B)`, the
criterion for `M ≥ 1` pairwise independent signs and `δ > 0` holds with `D = E_F - E_B`. -/
theorem relError_le_iff_gap [IsProbabilityMeasure μ] {EF EB : ℝ}
    (h : IsSignSample μ s (Real.exp (-(t * EF)) / Real.exp (-(t * EB))))
    (hM : 1 ≤ M) (hδ : 0 < δ) :
    relError μ s ≤ δ ↔ (Real.exp (2 * (EF - EB) * t) - 1) / δ ^ 2 ≤ M := by
  have hm : Real.exp (-(t * EF)) / Real.exp (-(t * EB)) = Real.exp (-((EF - EB) * t)) := by
    rw [← Real.exp_sub]
    congr 1
    ring
  rw [hm] at h
  exact relError_le_iff h hM hδ

/-- For `D > 0`, `δ > 0` and `M ≥ 1` pairwise independent signs of mean `exp(-Dt)`, the
relative error is at most `δ` exactly when `t ≤ log(1 + M δ²)/(2D)`. -/
theorem relError_le_iff_time [IsProbabilityMeasure μ]
    (h : IsSignSample μ s (Real.exp (-(D * t)))) (hM : 1 ≤ M) (hδ : 0 < δ) (hD : 0 < D) :
    relError μ s ≤ δ ↔ t ≤ Real.log (1 + M * δ ^ 2) / (2 * D) := by
  rw [relError_le_iff h hM hδ, div_le_iff₀ (by positivity), le_div_iff₀ (by positivity),
    Real.le_log_iff_exp_le (by positivity), show t * (2 * D) = 2 * D * t by ring]
  constructor <;> intro h' <;> linarith

/-- The law of a biased coin with weight `(1 + m)/2` at `+1` and `(1 - m)/2` at `-1`, for
`-1 ≤ m ≤ 1`. -/
def coin (m : ℝ) : Measure ℝ :=
  ENNReal.ofReal ((1 + m) / 2) • Measure.dirac 1 +
    ENNReal.ofReal ((1 - m) / 2) • Measure.dirac (-1)

/-- For `-1 ≤ m ≤ 1`, the coordinates of `M` independent biased coins live on a probability
space and form a sign sample of mean `m`. -/
theorem isSignSample_witness (M : ℕ) (h₁ : -1 ≤ m) (h₂ : m ≤ 1) :
    IsProbabilityMeasure (Measure.pi fun _ : Fin M => coin m) ∧
      IsSignSample (Measure.pi fun _ : Fin M => coin m) (fun i ω => ω i) m := by
  have hprob : IsProbabilityMeasure (coin m) := by
    constructor
    simp only [coin, Measure.add_apply, Measure.smul_apply, measure_univ, smul_eq_mul, mul_one]
    rw [← ENNReal.ofReal_add (by linarith) (by linarith),
      show (1 + m) / 2 + (1 - m) / 2 = 1 by ring, ENNReal.ofReal_one]
  have hmean : ∫ x, x ∂(coin m) = m := by
    rw [coin, integral_add_measure
      ((integrable_dirac (by simp)).smul_measure ENNReal.ofReal_ne_top)
      ((integrable_dirac (by simp)).smul_measure ENNReal.ofReal_ne_top),
      integral_smul_measure, integral_smul_measure, integral_dirac, integral_dirac,
      ENNReal.toReal_ofReal (by linarith), ENNReal.toReal_ofReal (by linarith),
      smul_eq_mul, smul_eq_mul]
    ring
  have hsign : ∀ᵐ x ∂(coin m), x = 1 ∨ x = -1 := by
    rw [coin, ae_add_measure_iff]
    exact ⟨Measure.ae_smul_measure (by simp [ae_dirac_eq]) _,
      Measure.ae_smul_measure (by simp [ae_dirac_eq]) _⟩
  have hI : iIndepFun (fun (i : Fin M) (ω : Fin M → ℝ) => ω i)
      (Measure.pi fun _ : Fin M => coin m) :=
    iIndepFun_pi (X := fun _ x => x) (fun _ => aemeasurable_id')
  -- each coordinate of the product space has the law of one coin
  have hp := fun i : Fin M => measurePreserving_eval (fun _ : Fin M => coin m) i
  refine ⟨inferInstance, ⟨fun i => (hp i).measurable.aemeasurable,
    fun i => (hp i).quasiMeasurePreserving.ae hsign, fun i => ?_,
    fun i j hij => hI.indepFun hij⟩⟩
  have hmap := integral_map (μ := Measure.pi fun _ : Fin M => coin m)
    (hp i).measurable.aemeasurable (f := fun x : ℝ => x) (by fun_prop)
  rw [(hp i).map_eq] at hmap
  exact hmap.symm.trans hmean

end

end FermionSignProblem
```

```lean
#print axioms FermionSignProblem.relError_le_iff
#print axioms FermionSignProblem.relError_le_iff_gap
#print axioms FermionSignProblem.relError_le_iff_time
```

```
'FermionSignProblem.relError_le_iff' depends on axioms: [propext, Classical.choice, Quot.sound]
'FermionSignProblem.relError_le_iff_gap' depends on axioms: [propext, Classical.choice, Quot.sound]
'FermionSignProblem.relError_le_iff_time' depends on axioms: [propext, Classical.choice, Quot.sound]
```

## From a single sign to the criterion in Lean

`IsSignSample.memLp` shows that each sign is square integrable, because it is bounded by $1$ in absolute value. The later lemmas need this to split integrals and to use the formulas for variances.

`IsSignSample.variance_sign` is the computation for one sign. Its first step, `hone`, says that $s_i^2 = 1$ almost everywhere, and `hsq` integrates this to $1$. Then `variance_eq_sub` writes the variance as the second moment minus the squared mean, which is $1 - m^2$.

`IsSignSample.mean_average` exchanges the integral with the finite sum, replaces each term by $m$, and cancels $M$. The assumption `1 ≤ M` enters here, since the cancellation needs $M \neq 0$.

`IsSignSample.variance_average` first writes the average as $M^{-1}$ times the sum of the signs. The lemma `variance_smul` takes the factor out as $M^{-2}$, and `IndepFun.variance_sum` adds the individual variances; this is where the covariances vanish in the derivation above. The result is stated as $M \operatorname{Var} A = 1 - m^2$.

`relError_sq` proves $M r^2 = e^{2Dt} - 1$. The auxiliary identity `he` is $e^{2Dt}\,(e^{-Dt})^2 = 1$. After the square root has been squared away and the two previous lemmas inserted, the claim becomes $1 - m^2 = (e^{2Dt}-1)\,m^2$ with $m = e^{-Dt}$, and `linear_combination -he` closes it.

`relError_le_iff` then compares squares. It first checks $r \ge 0$, which holds because the mean is an exponential and hence positive. Multiplying the bound by $\delta^2$ and rewriting with `relError_sq` turns the right-hand side of the equivalence into $M r^2 \le M\delta^2$. In the forward direction `gcongr` squares $r \le \delta$ and multiplies by $M$. In the backward direction the positive factor $M$ is cancelled, and `nlinarith` recovers $r \le \delta$ from $r^2 \le \delta^2$.

The two restatements are short. `relError_le_iff_gap` combines the quotient of exponentials into $e^{-(E_F-E_B)t}$ and applies the criterion. `relError_le_iff_time` clears the denominators, which uses $D > 0$, and `Real.le_log_iff_exp_le` exchanges the logarithm for an exponential, so that both sides become the same linear inequality in $e^{2Dt}$.

For the existence result, `coin m` puts weight $(1+m)/2$ on $+1$ and $(1-m)/2$ on $-1$. The proof checks that the weights add to $1$, that the mean is $\frac{1+m}{2} - \frac{1-m}{2} = m$, and that only the values $\pm1$ occur. On the product of $M$ such coins the coordinates are independent by `iIndepFun_pi`, and `measurePreserving_eval` carries the mean and the values of one coin over to each coordinate.
